# For Hermitian matrices, random phases give a trace estimate a smaller variance than random signs exactly when real off-diagonal weight exceeds imaginary weight

**Q:** Take a 2×2 Hermitian matrix with off-diagonal entry $A_{12}=b$. What can the choice of random entries change?

**A:** The estimate of the trace is $\langle s,As\rangle = A_{11}+A_{22}+2\,\mathrm{Re}(b\,s_1^*s_2)$, where the entries of $s$ have modulus one. With signs $\pm1$, the noise is $\pm2\,\mathrm{Re}\,b$ and the variance is $4(\mathrm{Re}\,b)^2$. With entries from $\{1,i,-1,-i\}$, the product $s_1^*s_2$ is uniform over the same four values. The noise is then $\pm2\,\mathrm{Re}\,b$ or $\pm2\,\mathrm{Im}\,b$, equally often, with variance $2|b|^2$. Phases have the smaller variance exactly when $(\mathrm{Im}\,b)^2<(\mathrm{Re}\,b)^2$. For imaginary $b$, signs have no noise at all.

**Q:** And for a matrix of any finite size?

**A:** Let the entries be independent and identically distributed, with unit modulus and zero mean, and write $m$ for the mean of $s_i^2$. The diagonal terms give the trace, because $|s_i|^2=1$. The noise is
$$X=\sum_{i\ne j}A_{ij}s_i^*s_j,$$
and it averages to zero. Its mean square is
$$E|X|^2=\sum_{i\ne j}\sum_{k\ne l}A_{ij}A_{kl}^*\,E[s_i^*s_j\,s_ks_l^*].$$
If $i$ or $j$ is absent from $\{k,l\}$, that site occurs only once and the average vanishes. Two cases remain: $(k,l)=(i,j)$ gives 1, and $(k,l)=(j,i)$ gives $E[(s_i^*)^2]\,E[s_j^2]=|m|^2$. Since the variance is real, we may take real parts:
$$\mathrm{Var}=\sum_{i\ne j}\left(|A_{ij}|^2+|m|^2\,\mathrm{Re}(A_{ij}A_{ji}^*)\right).$$
For phases $m=0$, leaving $\sum_{i\ne j}|A_{ij}|^2$. For signs $m=1$. If $A$ is Hermitian, $A_{ji}^*=A_{ij}$, and each term becomes $|A_{ij}|^2+(\mathrm{Re}A_{ij})^2-(\mathrm{Im}A_{ij})^2=2(\mathrm{Re}A_{ij})^2$. Subtracting the two results shows that phases have the smaller variance exactly when $\sum_{i\ne j}(\mathrm{Im}A_{ij})^2<\sum_{i\ne j}(\mathrm{Re}A_{ij})^2$. These two sums are the imaginary and the real off-diagonal weight.

**Q:** I see no probability measure in the Lean file. Where is the randomness?

**A:** It is in counting. An alphabet `u : K → ℂ` lists the allowed entries, and a configuration `c : n → K` chooses one for each basis index. All configurations have equal weight, which is what independent uniform entries means here.

```lean
import Mathlib

open Matrix
open scoped ComplexConjugate

namespace StochasticTracePhases

noncomputable section

variable {n K Ω ι : Type*} [Fintype n] [DecidableEq n] [Fintype K] [Fintype Ω]

/-- Average of a complex quantity over a nonempty finite set of equally likely outcomes. -/
def mean (f : Ω → ℂ) : ℂ := (∑ ω, f ω) / (Fintype.card Ω : ℂ)
```

**Q:** The estimate can be complex. Which variance is meant?

**A:** The mean of $|f-Ef|^2$, that is, its sum over all outcomes divided by their number. For Hermitian $A$ the estimate is real and this is the usual variance.

```lean
/-- Mean squared distance from the average, over a nonempty finite set of equally likely
outcomes. -/
def variance (f : Ω → ℂ) : ℝ := (∑ ω, ‖f ω - mean f‖ ^ 2) / (Fintype.card Ω : ℝ)
```

**Q:** Is the inner product the physicist's one, and are pairs counted once or twice?

**A:** `estimate` conjugates the left vector. `sitePairs` contains ordered pairs, so $(i,j)$ and $(j,i)$ both count, as in the 2×2 result. `pair` is $s_i^*s_j$, and the last two definitions are the alphabets.

```lean
/-- The stochastic trace estimate `⟨s, A s⟩` for the random vector with entries `s i = u (c i)`. -/
def estimate (u : K → ℂ) (A : Matrix n n ℂ) (c : n → K) : ℂ :=
  star (fun i => u (c i)) ⬝ᵥ A *ᵥ (fun i => u (c i))

/-- The ordered pairs of distinct basis indices. -/
def sitePairs (n : Type*) [Fintype n] [DecidableEq n] : Finset (n × n) :=
  Finset.univ.filter fun p => p.1 ≠ p.2

/-- The product `s_i* s_j` of two entries of the random vector. -/
def pair (u : K → ℂ) (c : n → K) (p : n × n) : ℂ := conj (u (c p.1)) * u (c p.2)

/-- The four phases `1, i, -1, -i`. -/
def phase : Fin 4 → ℂ := ![1, Complex.I, -1, -Complex.I]

/-- The two real signs `1, -1`. -/
def sign : Fin 2 → ℂ := ![1, -1]
```

**Q:** Then independence has to be proved from the counting.

**A:** Yes. After linearity of the mean, `mean_factor` shows that $g(s_i)$ averages separately from any $F$ that ignores site $i$; in Lean, `g` acts on the label `c i`. The bijection `e` exchanges the label at $i$ with a fresh copy. This turns the sum of $g(c_i)F(c)$ into one where $g$ sees only the copy, and the double sum factorises.

```lean
/-- The average of a linear combination is the linear combination of the averages. -/
theorem mean_sum (S : Finset ι) (a : ι → ℂ) (X : ι → Ω → ℂ) :
    mean (fun ω => ∑ p ∈ S, a p * X p ω) = ∑ p ∈ S, a p * mean (X p) := by
  simp only [mean]
  rw [Finset.sum_comm, Finset.sum_div]
  refine Finset.sum_congr rfl fun p _ => ?_
  rw [← Finset.mul_sum, mul_div_assoc]

/-- Independence: a function of the entry at site `i` averages separately from any quantity
that does not depend on that entry. -/
theorem mean_factor [Nonempty K] (i : n) (g : K → ℂ) (F : (n → K) → ℂ)
    (hF : ∀ c a, F (Function.update c i a) = F c) :
    mean (fun c : n → K => g (c i) * F c) = mean g * mean F := by
  have hK : (Fintype.card K : ℂ) ≠ 0 := Nat.cast_ne_zero.mpr Fintype.card_ne_zero
  have hN : (Fintype.card (n → K) : ℂ) ≠ 0 := Nat.cast_ne_zero.mpr Fintype.card_ne_zero
  -- exchange the entry at site `i` with an independent fresh copy
  let e : K × (n → K) ≃ K × (n → K) :=
    { toFun := fun x => (x.2 i, Function.update x.2 i x.1)
      invFun := fun x => (x.2 i, Function.update x.2 i x.1)
      left_inv := by rintro ⟨a, c⟩; simp
      right_inv := by rintro ⟨a, c⟩; simp }
  have key : (Fintype.card K : ℂ) * ∑ c : n → K, g (c i) * F c
      = (∑ a, g a) * ∑ c, F c := by
    calc _ = ∑ x : K × (n → K), g (x.2 i) * F x.2 := by
            rw [Fintype.sum_prod_type]
            dsimp only
            rw [Finset.sum_const, Finset.card_univ, nsmul_eq_mul]
      _ = ∑ x : K × (n → K), g x.1 * F x.2 := Fintype.sum_equiv e _ _ (fun x => by
            change _ = g (x.2 i) * F (Function.update x.2 i x.1)
            rw [hF])
      _ = _ := by rw [Fintype.sum_prod_type, Finset.sum_mul_sum]
  simp only [mean]
  rw [div_mul_div_comm, div_eq_div_iff hN (mul_ne_zero hK hN)]
  linear_combination (Fintype.card (n → K) : ℂ) * key
```

**Q:** Where do unit modulus and zero mean enter?

**A:** They are the hypotheses `hu` and `h0`. The first makes the diagonal part exactly the trace, in `estimate_eq`. The second removes the average of every off-diagonal product, through `mean_factor` at site $j$, so the estimate is unbiased.

```lean
omit [Fintype K] in
/-- For entries of unit modulus the estimate is the trace plus off-diagonal noise. -/
theorem estimate_eq (u : K → ℂ) (hu : ∀ a, ‖u a‖ = 1) (A : Matrix n n ℂ) (c : n → K) :
    estimate u A c = A.trace + ∑ p ∈ sitePairs n, A p.1 p.2 * pair u c p := by
  have h : ∀ i j, conj (u (c i)) * (A i j * u (c j))
      = (if i = j then A i j else 0) + (if i ≠ j then A i j * pair u c (i, j) else 0) := by
    intro i j
    by_cases hij : i = j
    · subst hij
      have h1 : u (c i) * conj (u (c i)) = 1 := by
        rw [Complex.mul_conj', hu]; norm_num
      rw [if_pos rfl, if_neg (fun h => h rfl : ¬ (i ≠ i))]
      linear_combination A i i * h1
    · rw [if_neg hij, if_pos hij]
      simp only [pair]
      ring
  calc estimate u A c = ∑ i, ∑ j, conj (u (c i)) * (A i j * u (c j)) := by
        simp only [estimate, dotProduct, Matrix.mulVec, Finset.mul_sum]
        rfl
    _ = (∑ i, ∑ j, if i = j then A i j else 0)
        + ∑ i, ∑ j, if i ≠ j then A i j * pair u c (i, j) else 0 := by
        simp only [h, Finset.sum_add_distrib]
    _ = _ := by
        rw [sitePairs, Finset.sum_filter, Fintype.sum_prod_type]
        simp [Matrix.trace]

/-- Independent uniform entries of unit modulus and zero mean give an unbiased trace estimate. -/
theorem mean_estimate [Nonempty K] (u : K → ℂ) (hu : ∀ a, ‖u a‖ = 1) (h0 : mean u = 0)
    (A : Matrix n n ℂ) : mean (estimate u A) = A.trace := by
  have hN : (Fintype.card (n → K) : ℂ) ≠ 0 := Nat.cast_ne_zero.mpr Fintype.card_ne_zero
  have hoff : mean (fun c : n → K => ∑ p ∈ sitePairs n, A p.1 p.2 * pair u c p) = 0 := by
    rw [mean_sum (sitePairs n) (fun p => A p.1 p.2) (fun p c => pair u c p)]
    refine Finset.sum_eq_zero fun p hp => ?_
    have hne : p.1 ≠ p.2 := (Finset.mem_filter.mp hp).2
    have h := mean_factor p.2 u (fun c : n → K => conj (u (c p.1)))
      (by intro c a; simp [hne])
    rw [h0, zero_mul] at h
    have h' : mean (fun c : n → K => pair u c p) = 0 := by
      refine Eq.trans ?_ h
      congr 1
      funext c
      simp only [pair]
      ring
    simp only [h', mul_zero]
  rw [show estimate u A = _ from funext (estimate_eq u hu A)]
  simp only [mean] at hoff ⊢
  rw [Finset.sum_add_distrib, add_div, hoff, add_zero, Finset.sum_const, Finset.card_univ,
    nsmul_eq_mul, mul_div_cancel_left₀ _ hN]
```

**Q:** And the correlations of two pairs?

**A:** The next lemma sets $p=(i,j)$ and $q=(k,l)$ and follows the case distinction above. The two `by_cases` steps treat a site that occurs only once. `grind` then leaves equal or reversed pairs, with values 1 and $|m|^2$.

```lean
/-- For independent uniform entries of unit modulus and zero mean, two off-diagonal products are
correlated only if their index pairs coincide or are reversed. -/
theorem mean_pair_mul_conj [Nonempty K] (u : K → ℂ) (hu : ∀ a, ‖u a‖ = 1) (h0 : mean u = 0)
    (p q : n × n) (hp : p.1 ≠ p.2) (hq : q.1 ≠ q.2) :
    mean (fun c : n → K => pair u c p * conj (pair u c q)) = (if q = p then 1 else 0)
      + (if q = p.swap then ((‖mean (fun a => u a ^ 2)‖ ^ 2 : ℝ) : ℂ) else 0) := by
  obtain ⟨i, j⟩ := p
  obtain ⟨k, l⟩ := q
  change i ≠ j at hp
  change k ≠ l at hq
  have hconj : ∀ f : K → ℂ, mean (fun a => conj (f a)) = conj (mean f) := by
    intro f; simp [mean, map_sum, map_div₀]
  have hone : mean (fun _ : n → K => (1 : ℂ)) = 1 := by
    simp only [mean]
    rw [Finset.sum_const, Finset.card_univ, nsmul_eq_mul, mul_one,
      div_self (Nat.cast_ne_zero.mpr Fintype.card_ne_zero)]
  simp only [pair, Prod.swap_prod_mk, Prod.mk.injEq]
  by_cases hi : k ≠ i ∧ l ≠ i
  · -- site `i` occurs only once
    have h := mean_factor i (fun a => conj (u a))
      (fun c : n → K => u (c j) * conj (conj (u (c k)) * u (c l)))
      (by intro c a; simp [hp.symm, hi.1, hi.2])
    rw [hconj u, h0, map_zero, zero_mul] at h
    simp only [hi.1, hi.2, false_and, and_false, ↓reduceIte, add_zero]
    refine Eq.trans ?_ h
    congr 1
    funext c
    ring
  by_cases hj : k ≠ j ∧ l ≠ j
  · -- site `j` occurs only once
    have h := mean_factor j u
      (fun c : n → K => conj (u (c i)) * conj (conj (u (c k)) * u (c l)))
      (by intro c a; simp [hp, hj.1, hj.2])
    rw [h0, zero_mul] at h
    simp only [hj.1, hj.2, false_and, and_false, ↓reduceIte, add_zero]
    refine Eq.trans ?_ h
    congr 1
    funext c
    ring
  have hc : (k = i ∧ l = j) ∨ (k = j ∧ l = i) := by grind
  rcases hc with ⟨h1, h2⟩ | ⟨h1, h2⟩
  · rw [h1, h2]
    have h : ∀ c : n → K,
        conj (u (c i)) * u (c j) * conj (conj (u (c i)) * u (c j)) = 1 := by
      intro c
      rw [Complex.mul_conj']
      simp [hu]
    simp only [h, hone, hp, and_self, false_and, ↓reduceIte, add_zero]
  · rw [h1, h2]
    have h3 := mean_factor j (fun a => u a ^ 2) (fun _ : n → K => 1) (fun _ _ => rfl)
    simp only [mul_one, hone] at h3
    have h := mean_factor i (fun a => conj (u a ^ 2)) (fun c : n → K => u (c j) ^ 2)
      (by intro c a; simp [hp.symm])
    rw [hconj (fun a => u a ^ 2), h3] at h
    simp only [hp, and_self, and_false, ↓reduceIte, zero_add]
    refine Eq.trans ?_ (h.trans ?_)
    · congr 1
      funext c
      simp only [map_mul, map_pow, Complex.conj_conj]
      ring
    · rw [mul_comm, Complex.mul_conj', Complex.ofReal_pow]
```

The variance theorem expands the squared noise into a double sum and inserts these values. `Finset.sum_ite_eq'` selects the two surviving terms, and taking real parts gives the general formula.

```lean
/-- Variance of the trace estimate of any complex matrix, for independent uniform entries of unit
modulus and zero mean; the entries enter only through the mean of their squares. -/
theorem variance_estimate [Nonempty K] (u : K → ℂ) (hu : ∀ a, ‖u a‖ = 1) (h0 : mean u = 0)
    (A : Matrix n n ℂ) :
    variance (estimate u A) = ∑ p ∈ sitePairs n, (‖A p.1 p.2‖ ^ 2
      + ‖mean (fun a => u a ^ 2)‖ ^ 2 * (A p.1 p.2 * conj (A p.2 p.1)).re) := by
  have hdev : ∀ c, estimate u A c - mean (estimate u A)
      = ∑ p ∈ sitePairs n, A p.1 p.2 * pair u c p := by
    intro c
    rw [mean_estimate u hu h0, estimate_eq u hu, add_sub_cancel_left]
  -- expand the squared noise into a double sum over pairs
  have h : ((variance (estimate u A) : ℝ) : ℂ) = mean (fun c : n → K =>
      ∑ p ∈ sitePairs n, A p.1 p.2 * ∑ q ∈ sitePairs n,
        conj (A q.1 q.2) * (pair u c p * conj (pair u c q))) := by
    simp only [variance, hdev]
    rw [Complex.ofReal_div, Complex.ofReal_sum, Complex.ofReal_natCast]
    simp only [mean]
    congr 1
    refine Finset.sum_congr rfl fun c _ => ?_
    rw [Complex.ofReal_pow, ← Complex.mul_conj', map_sum, Finset.sum_mul_sum]
    refine Finset.sum_congr rfl fun p _ => ?_
    rw [Finset.mul_sum]
    refine Finset.sum_congr rfl fun q _ => ?_
    rw [map_mul]
    ring
  -- only equal and reversed pairs survive the average
  have h2 : ((variance (estimate u A) : ℝ) : ℂ) = ∑ p ∈ sitePairs n,
      (A p.1 p.2 * conj (A p.1 p.2) + ((‖mean (fun a => u a ^ 2)‖ ^ 2 : ℝ) : ℂ)
        * (A p.1 p.2 * conj (A p.2 p.1))) := by
    rw [h, mean_sum (sitePairs n) (fun p => A p.1 p.2) (fun p c => ∑ q ∈ sitePairs n,
      conj (A q.1 q.2) * (pair u c p * conj (pair u c q)))]
    refine Finset.sum_congr rfl fun p hp => ?_
    have hne : p.1 ≠ p.2 := (Finset.mem_filter.mp hp).2
    have hs : p.swap ∈ sitePairs n :=
      Finset.mem_filter.mpr ⟨Finset.mem_univ _, hne.symm⟩
    rw [mean_sum (sitePairs n) (fun q => conj (A q.1 q.2))
      (fun q c => pair u c p * conj (pair u c q)),
      Finset.sum_congr rfl fun q hq => by
        rw [mean_pair_mul_conj u hu h0 p q hne (Finset.mem_filter.mp hq).2]]
    simp only [mul_add, Finset.sum_add_distrib, mul_ite, mul_one, mul_zero,
      Finset.sum_ite_eq', hp, hs, ↓reduceIte, Prod.fst_swap, Prod.snd_swap]
    ring
  have h3 := congrArg Complex.re h2
  rw [Complex.ofReal_re, Complex.re_sum] at h3
  rw [h3]
  refine Finset.sum_congr rfl fun p _ => ?_
  rw [Complex.add_re, Complex.mul_conj, Complex.ofReal_re, Complex.re_ofReal_mul,
    Complex.normSq_eq_norm_sq]
```

**Q:** So far the moments are assumptions. Do the actual alphabets satisfy them?

**A:** They do, by direct summation over four and two values. This also supplies $m=0$ and $m=1$.

```lean
/-- The four phases and the two signs have unit modulus and zero mean; their squares average to
zero for the phases and to one for the signs. -/
theorem phase_sign_witness :
    ((∀ k, ‖phase k‖ = 1) ∧ mean phase = 0 ∧ mean (fun k => phase k ^ 2) = 0) ∧
    ((∀ k, ‖sign k‖ = 1) ∧ mean sign = 0 ∧ mean (fun k => sign k ^ 2) = 1) := by
  have h1 : ∑ k, phase k = 0 := by
    rw [Fin.sum_univ_four]
    change (1 : ℂ) + Complex.I + (-1) + (-Complex.I) = 0
    ring
  have h2 : ∑ k, phase k ^ 2 = 0 := by
    rw [Fin.sum_univ_four]
    change (1 : ℂ) ^ 2 + Complex.I ^ 2 + (-1) ^ 2 + (-Complex.I) ^ 2 = 0
    linear_combination 2 * Complex.I_sq
  refine ⟨⟨?_, ?_, ?_⟩, ?_, ?_, ?_⟩
  · intro k; fin_cases k <;> simp [phase]
  · simp only [mean, h1, zero_div]
  · simp only [mean, h2, zero_div]
  · intro k; fin_cases k <;> simp [sign]
  · norm_num [mean, sign, Fin.sum_univ_two]
  · norm_num [mean, sign, Fin.sum_univ_two]
```

**Q:** Does each formula need a Hermitian matrix?

**A:** The phase formula holds for every complex square matrix. The sign formula assumes `A.IsHermitian`, and it does not extend to all complex matrices: if the only nonzero entry is $A_{12}=1$, the sign variance is 1, while the formula would give 2.

```lean
/-- With independent uniform phases `1, i, -1, -i`, the variance of `⟨s, A s⟩` is the sum of
`|A_ij|²` over `i ≠ j`, for every complex matrix `A`. -/
theorem variance_phase (A : Matrix n n ℂ) :
    variance (estimate phase A) = ∑ p ∈ sitePairs n, ‖A p.1 p.2‖ ^ 2 := by
  obtain ⟨⟨hu, h0, h2⟩, -⟩ := phase_sign_witness
  rw [variance_estimate phase hu h0, h2]
  simp

/-- With independent uniform real signs and Hermitian `A`, the variance of `⟨s, A s⟩` is twice
the sum of `(Re A_ij)²` over `i ≠ j`. -/
theorem variance_sign (A : Matrix n n ℂ) (hA : A.IsHermitian) :
    variance (estimate sign A) = 2 * ∑ p ∈ sitePairs n, (A p.1 p.2).re ^ 2 := by
  obtain ⟨-, hu, h0, h2⟩ := phase_sign_witness
  rw [variance_estimate sign hu h0, h2, Finset.mul_sum]
  refine Finset.sum_congr rfl fun p _ => ?_
  have h : conj (A p.2 p.1) = A p.1 p.2 := hA.apply p.1 p.2
  rw [h, Complex.sq_norm, Complex.normSq_apply, Complex.mul_re, norm_one]
  ring
```

The comparison splits $|A_{ij}|^2$ into real and imaginary squares and finishes with `linarith`. The inequality is strict. By the two variance formulas, equal weights give a tie; a diagonal matrix and a single basis function are examples.

```lean
/-- For Hermitian `A`, random phases give a strictly smaller variance than random signs exactly
when the off-diagonal sum of `(Re A_ij)²` exceeds that of `(Im A_ij)²`. -/
theorem phase_lt_sign_iff (A : Matrix n n ℂ) (hA : A.IsHermitian) :
    variance (estimate phase A) < variance (estimate sign A) ↔
      ∑ p ∈ sitePairs n, (A p.1 p.2).im ^ 2 < ∑ p ∈ sitePairs n, (A p.1 p.2).re ^ 2 := by
  have h : ∑ p ∈ sitePairs n, ‖A p.1 p.2‖ ^ 2
      = ∑ p ∈ sitePairs n, (A p.1 p.2).re ^ 2 + ∑ p ∈ sitePairs n, (A p.1 p.2).im ^ 2 := by
    rw [← Finset.sum_add_distrib]
    refine Finset.sum_congr rfl fun p _ => ?_
    rw [Complex.sq_norm, Complex.normSq_apply]
    ring
  rw [variance_phase, variance_sign A hA, h]
  constructor <;> intro h' <;> linarith

end

end StochasticTracePhases
```

```lean
#print axioms StochasticTracePhases.phase_lt_sign_iff
```

```
'StochasticTracePhases.phase_lt_sign_iff' depends on axioms: [propext, Classical.choice, Quot.sound]
```

**Q:** Where would I meet this in an electronic-structure calculation?

**A:** In a stochastic estimate of the electron number for a fixed Hamiltonian matrix $H$ in a finite orthonormal basis of spin orbitals, $A$ is the density matrix $f(H)$, where $f$ now stands for the Fermi function at a given temperature and chemical potential. It can be approximated by a truncated Chebyshev series in $H$, once $H$ is shifted and scaled so that its spectrum lies in $[-1,1]$. You draw $s$, build $As$ by repeated products of $H$ with a vector, and take the inner product with $s$. With the truncated series taken as $A$, the theorems give the variance of that one sample; averaging $M$ independent samples divides it by $M$. They do not describe a self-consistent cycle, in which $H$ itself inherits noise.

**Q:** If $H$ is real, then, phases halve the variance. Is that a free gain?

**A:** No. A real matrix acting on a complex vector does the work of two real products, and two independent sign samples also halve the variance. At equal numbers of real products the two choices tie. For complex $H$, as at a general k-point or in a magnetic field, both choices generally need complex vectors during the recursion, and the balance of real and imaginary off-diagonal weight in $A$ decides which has the smaller variance.
